# Plane-wave expansion in a one-dimensional cell of a continuous function with equal end values and summable overlaps

Let g be a continuous complex function on the line with g(0) = g(a), where a > 0 is the length of the cell, and let c_m be the integral of exp(−i k_m y) g(y) over the cell, with k_m = 2πm/a. The theorem says that if the c_m are summable over all integers m, then at each point 0 ≤ x < a the series of terms (1/a) c_m exp(i k_m x) sums to g(x). The plane waves are unnormalised, which is why the factor 1/a appears, and g need be neither normalised nor periodic outside the cell. The proof carries g over to a circle of length a, shows that its Fourier coefficients there are c_m/a, and applies Mathlib's theorem on pointwise convergence of a Fourier series with summable coefficients, leaving only the terms to be put in the stated form.

An attempt in Lean 4 with a fault in it:

```lean
import Mathlib

open Complex (I)
open scoped Real

namespace CellPlaneWaveExpansion

noncomputable section

/-- The reciprocal lattice vector `2 π m / a` of a chain with period `a ≠ 0`. -/
def waveNumber (a : ℝ) (m : ℤ) : ℝ := 2 * π * m / a

/-- A continuous function with equal values at the ends of a cell of length `a > 0`, whose
plane-wave overlaps `c m` are summable, is the sum of its plane waves at each `0 ≤ x < a`. -/
theorem cell_planeWave_expansion {a x : ℝ} (ha : 0 < a) (hx : x ∈ Set.Ico 0 a) {g : ℝ → ℂ}
    (hg : Continuous g) (hper : g 0 = g a) {c : ℤ → ℂ}
    (hc : ∀ m : ℤ, ∫ y in (0 : ℝ)..a, Complex.exp (-(I * waveNumber a m * y)) * g y = c m)
    (hs : Summable c) :
    HasSum (fun m : ℤ => ((1 / a : ℝ) : ℂ) * c m *
      Complex.exp (((waveNumber a m * x : ℝ) : ℂ) * I)) (g x) := by
  haveI : Fact (0 < a) := ⟨ha⟩
  -- the function, carried over to the circle of length `a`
  obtain ⟨f, hf⟩ : ∃ f : C(AddCircle a, ℂ), ⇑f = AddCircle.liftIco a 0 g :=
    ⟨⟨AddCircle.liftIco a 0 g, AddCircle.liftIco_zero_continuous hper hg.continuousOn⟩, rfl⟩
  have hcoef : ∀ m : ℤ, fourierCoeff f m = ((1 / a : ℝ) : ℂ) * c m := by
    intro m
    have e : ∀ y : ℝ, 2 * π * I * ((-m : ℤ) : ℂ) * y / a = -(I * waveNumber a m * y) := by
      intro y
      unfold waveNumber
      push_cast
      ring
    rw [hf, fourierCoeff_liftIco_eq, fourierCoeffOn_eq_integral]
    simp only [fourier_coe_apply]
    simp only [zero_add, sub_zero, smul_eq_mul, e, Complex.real_smul]
    rw [hc]
  have hfx : f (x : AddCircle a) = g x := by
    rw [hf]
    exact AddCircle.liftIco_zero_coe_apply hx
  have hsum := has_pointwise_sum_fourier_series_of_summable
    ((summable_congr hcoef).2 (hs.mul_left _)) (x : AddCircle a)
  rw [hfx] at hsum
  have ht : ∀ m : ℤ, fourierCoeff f m • fourier m (x : AddCircle a) =
      ((1 / a : ℝ) : ℂ) * c m * Complex.exp (((waveNumber a m * x : ℝ) : ℂ) * I) := by
    intro m
    have harg : 2 * π * I * m * x / a = ((waveNumber a m * x : ℝ) : ℂ) * I := by
      unfold waveNumber
      push_cast
      ring
    rw [hcoef, fourier_coe_apply, smul_eq_mul, harg]
  exact (hasSum_congr ht).1 hsum

end

end CellPlaneWaveExpansion
```

Messages:

```
Main.lean:21:2: warning: Try this: 
  haveI̵

The goal is a proposition, so `have` is preferred over `haveI`.
The difference between `have` and `haveI` is that `haveI` inlines the value.
But this is not relevant for proofs because of proof irrelevance.

Note: This linter can be disabled with `set_option linter.style.haveILetI false`
Main.lean:50:9: error(lean.unknownIdentifier): Unknown identifier `hasSum_congr`
```

Cause. The error is in the last line: Lean finds no declaration called `hasSum_congr`. The similar name `summable_congr`, used earlier in the file, does exist, but it gives no `HasSum` counterpart under the name tried here.

The mathematics needed at that point is already in hand. `hsum` says that the Fourier series sums to `g x`, and `ht` says that each of its terms equals the corresponding term in the goal. The repair joins the two with `HasSum.congr_fun`, written `hsum.congr_fun`. This wants each equation with the new term on the left and the old one on the right, while `ht m` has them the other way round, hence `(ht m).symm`.

The change from `haveI` to `have` is mere tidying. It answers a style warning, which says that the difference between the two does not matter in a proof.

As a diff, the version that Lean accepts:

```diff
@@ -19,5 +19,5 @@
     HasSum (fun m : ℤ => ((1 / a : ℝ) : ℂ) * c m *
       Complex.exp (((waveNumber a m * x : ℝ) : ℂ) * I)) (g x) := by
-  haveI : Fact (0 < a) := ⟨ha⟩
+  have : Fact (0 < a) := ⟨ha⟩
   -- the function, carried over to the circle of length `a`
   obtain ⟨f, hf⟩ : ∃ f : C(AddCircle a, ℂ), ⇑f = AddCircle.liftIco a 0 g :=
@@ -48,5 +48,5 @@
       ring
     rw [hcoef, fourier_coe_apply, smul_eq_mul, harg]
-  exact (hasSum_congr ht).1 hsum
+  exact hsum.congr_fun fun m => (ht m).symm
 
 end
```
